# Squared first-order bond stretches sum to at most twice the maximum degree times the squared displacement

A bond has no first atom, but the formula for its stretch names one. The development below therefore sums over ordered bonded pairs and takes half the result. Exchanging the two atoms reverses both the bond direction and the relative displacement, so the stretch is unchanged and each bond contributes its square once.

The atoms form a finite set $V$, and the bonds are the edges of a simple graph $G$ on it. Atom $i$ has position $r_i$ and displacement $u_i$, both in $\mathbb R^3$. If no atom has more than $D$ bonds and bonded atoms sit at distinct positions, the sum $S$ of the squared stretches satisfies

$$S\le 2D\sum_i\|u_i\|^2 .$$

In a harmonic model with equal masses $m$ and potential energy $\tfrac12 kS$, that is, one force constant $k$ acting on the first-order stretches alone, a normal mode $u$ has squared angular frequency $kS/(m\sum_i\|u_i\|^2)$, which therefore does not exceed $2Dk/m$. This consequence is not formalised below, and it does not cover unequal masses or bending and torsion terms.

In Lean 4 with Mathlib:

```lean
import Mathlib

open Finset

namespace WilsonStretchBound

noncomputable section
```

## Stretches as projected displacements

Positions and displacements are maps from $V$ into Euclidean three-space, with its usual inner product and norm.

```lean
/-- Euclidean three-space, in which atomic positions and displacements live. -/
abbrev E3 := EuclideanSpace ℝ (Fin 3)
```

For a bonded pair, the unit vector pointing from $j$ to $i$ is

$$e_{ij}=\frac{r_i-r_j}{\|r_i-r_j\|}.$$

```lean
variable {V : Type*}

/-- The bond vector from atom `j` to atom `i`, divided by the bond length. -/
def bondDir (r : V → E3) (i j : V) : E3 := ‖r i - r j‖⁻¹ • (r i - r j)
```

The stretch is the component of the relative displacement along it, $s_{ij}=\langle e_{ij},u_i-u_j\rangle$. This is the entry for one bond when the stretch rows of the Wilson B matrix act on the Cartesian displacements; the matrix itself is not constructed.

```lean
/-- The Wilson stretch coordinate: the relative displacement projected on the bond direction. -/
def stretch (r u : V → E3) (i j : V) : ℝ := inner ℝ (bondDir r i j) (u i - u j)
```

With $j\sim i$ meaning that $j$ is bonded to $i$, the sum over bonds is

$$S=\frac12\sum_i\sum_{j\sim i}s_{ij}^2 .$$

```lean
/-- The sum of squared stretches over all bonds, written as half the sum over ordered
bonded pairs. -/
def stretchSum [Fintype V] (G : SimpleGraph V) [DecidableRel G.Adj] (r u : V → E3) : ℝ :=
  (1 / 2) * ∑ i, ∑ j with G.Adj i j, stretch r u i j ^ 2
```

Two kinds of motion do not stretch a bond to first order: motion of its midpoint and relative motion across its axis. The bond defect collects them:

$$\delta_{ij}=\|u_i+u_j\|^2+\|(u_i-u_j)-s_{ij}e_{ij}\|^2 .$$

```lean
/-- The squared sum of the two displacements of a bond plus the squared part of their
difference that is left after removing the stretch along the bond. -/
def bondDefect (r u : V → E3) (i j : V) : ℝ :=
  ‖u i + u j‖ ^ 2 + ‖(u i - u j) - stretch r u i j • bondDir r i j‖ ^ 2
```

As a sum of two squares, it is nonnegative.

```lean
/-- The bond defect is nonnegative. -/
theorem bondDefect_nonneg (r u : V → E3) (i j : V) : 0 ≤ bondDefect r u i j := by
  unfold bondDefect
  positivity
```

## The derivative of the bond length

When $r_i\ne r_j$, dividing the separation by its length gives $\|e_{ij}\|=1$.

```lean
/-- The bond direction of two atoms at distinct positions is a unit vector. -/
theorem norm_bondDir (r : V → E3) {i j : V} (h : r i ≠ r j) : ‖bondDir r i j‖ = 1 := by
  have hd : ‖r i - r j‖ ≠ 0 := norm_ne_zero_iff.mpr (sub_ne_zero.mpr h)
  rw [bondDir, norm_smul, norm_inv, norm_norm, inv_mul_cancel₀ hd]
```

Write $q=r_i-r_j$ and $w=u_i-u_j$. If both atoms move along their displacements, the bond length at parameter $t$ is $\ell(t)=\|q+tw\|$. Its square has derivative $2\langle q,w\rangle$ at $t=0$, so

$$\ell'(0)=\frac{2\langle q,w\rangle}{2\|q\|}=\langle e_{ij},w\rangle=s_{ij}.$$

The proof takes the same route: `hs` differentiates the squared length, and `hs.sqrt` takes the root, which requires the length to be nonzero.

```lean
/-- The stretch coordinate is the rate of change of the bond length when the atoms move
along their displacements. -/
theorem hasDerivAt_bondLength (r u : V → E3) {i j : V} (h : r i ≠ r j) :
    HasDerivAt (fun t : ℝ => ‖(r i + t • u i) - (r j + t • u j)‖) (stretch r u i j) 0 := by
  have hd : ‖r i - r j‖ ≠ 0 := norm_ne_zero_iff.mpr (sub_ne_zero.mpr h)
  have hk : ∀ k, HasDerivAt (fun t : ℝ => r k + t • u k) (u k) 0 := by
    intro k
    have h1 := ((hasDerivAt_id (0 : ℝ)).smul_const (u k)).const_add (r k)
    rw [one_smul] at h1
    exact h1
  have hl : HasDerivAt (fun t : ℝ => (r i + t • u i) - (r j + t • u j)) (u i - u j) 0 :=
    (hk i).fun_sub (hk j)
  -- differentiate the squared length, then take the square root
  have hs : HasDerivAt (fun t : ℝ => ‖(r i + t • u i) - (r j + t • u j)‖ ^ 2)
      (2 * inner ℝ (r i - r j) (u i - u j)) 0 :=
    hl.norm_sq.congr_deriv (by simp only [zero_smul, add_zero])
  have h0 : ‖(r i + (0 : ℝ) • u i) - (r j + (0 : ℝ) • u j)‖ ^ 2 ≠ 0 := by
    rw [zero_smul, zero_smul, add_zero, add_zero]
    exact pow_ne_zero 2 hd
  have hq := hs.sqrt h0
  have e : ∀ x : E3, Real.sqrt (‖x‖ ^ 2) = ‖x‖ := fun x => Real.sqrt_sq (norm_nonneg x)
  simp only [e, zero_smul, add_zero] at hq
  refine hq.congr_deriv ?_
  rw [stretch, bondDir, real_inner_smul_left]
  field_simp
```

## An exact balance for one bond

Since $e_{ij}$ is a unit vector,

$$\|w-s_{ij}e_{ij}\|^2=\|w\|^2-2s_{ij}^2+s_{ij}^2=\|w\|^2-s_{ij}^2 .$$

Adding $\|u_i+u_j\|^2$ and using the parallelogram law $\|u_i+u_j\|^2+\|u_i-u_j\|^2=2(\|u_i\|^2+\|u_j\|^2)$ gives

$$2\left(\|u_i\|^2+\|u_j\|^2\right)-s_{ij}^2=\delta_{ij}.$$

In the code, `h1` is the first expansion, while `h2` and `h3` expand the difference and the sum of the displacements. The final `linear_combination` adds them up.

```lean
/-- For one bond, twice the squared displacements of its atoms exceed the squared stretch
by exactly the bond defect. -/
theorem bond_identity (r u : V → E3) {i j : V} (h : r i ≠ r j) :
    2 * (‖u i‖ ^ 2 + ‖u j‖ ^ 2) - stretch r u i j ^ 2 = bondDefect r u i j := by
  have he := norm_bondDir r h
  unfold bondDefect stretch
  have h1 := norm_sub_sq_real (u i - u j)
    ((inner ℝ (bondDir r i j) (u i - u j) : ℝ) • bondDir r i j)
  rw [real_inner_smul_right, real_inner_comm (bondDir r i j) (u i - u j), norm_smul,
    mul_pow, Real.norm_eq_abs, sq_abs, he] at h1
  have h2 := norm_sub_sq_real (u i) (u j)
  have h3 := norm_add_sq_real (u i) (u j)
  linear_combination -h1 - h2 - h3
```

## Counting atoms through their bonds

Let $d_i$ be the number of bonds of atom $i$. For any real quantity $f_i$ attached to the atoms,

$$\sum_i\sum_{j\sim i}(f_i+f_j)=2\sum_i d_i f_i .$$

The $f_i$ part is immediate, because the inner sum repeats $f_i$ exactly $d_i$ times. The $f_j$ part becomes the same sum once the order of summation is exchanged.

That exchange is the device on which the global argument turns. The range of $j$ depends on $i$, so the plain rule for swapping two independent sums does not apply. Mathlib's `Finset.sum_comm'` handles dependent ranges: it asks for a proof that both orders describe the same set of pairs. After simplification, what remains to be shown is that $x$ is bonded to $y$ exactly when $y$ is bonded to $x$. This is `G.adj_comm`, the symmetry of the bond relation.

```lean
variable [Fintype V] (G : SimpleGraph V) [DecidableRel G.Adj]

/-- Summed over ordered bonded pairs, an atomic quantity taken at both ends counts each atom
twice per bond it takes part in. -/
theorem sum_bond_ends (f : V → ℝ) :
    ∑ i, ∑ j with G.Adj i j, (f i + f j) = 2 * ∑ i, (G.degree i : ℝ) * f i := by
  have hdeg : ∀ i, (univ.filter (fun j => G.Adj i j)).card = G.degree i := by
    intro i
    rw [← G.card_neighborFinset_eq_degree]
    congr 1
    ext j
    simp
  have hswap : ∑ i, ∑ j with G.Adj i j, f j = ∑ j, ∑ i with G.Adj j i, f j := by
    apply Finset.sum_comm'
    intro x y
    simp only [mem_univ, true_and, and_true, mem_filter]
    exact G.adj_comm x y
  simp only [sum_add_distrib]
  rw [hswap]
  simp only [sum_const, nsmul_eq_mul, hdeg]
  ring
```

Taking $f_i=\|u_i\|^2$ and summing the one-bond balance over ordered pairs, with the factor one half, gives

$$2\sum_i d_i\|u_i\|^2-S=\frac12\sum_i\sum_{j\sim i}\delta_{ij}.$$

```lean
/-- The degree-weighted squared displacements, doubled, exceed the sum of squared stretches
by exactly the sum of the bond defects. -/
theorem stretchSum_identity (r u : V → E3) (hr : ∀ i j, G.Adj i j → r i ≠ r j) :
    2 * ∑ i, (G.degree i : ℝ) * ‖u i‖ ^ 2 - stretchSum G r u
      = (1 / 2) * ∑ i, ∑ j with G.Adj i j, bondDefect r u i j := by
  have h := sum_bond_ends G (fun i => ‖u i‖ ^ 2)
  have hc : ∑ i, ∑ j with G.Adj i j, bondDefect r u i j
      = ∑ i, ∑ j with G.Adj i j, (2 * (‖u i‖ ^ 2 + ‖u j‖ ^ 2) - stretch r u i j ^ 2) :=
    sum_congr rfl fun i _ => sum_congr rfl fun j hj =>
      (bond_identity r u (hr i j (mem_filter.mp hj).2)).symm
  rw [hc]
  simp only [sum_sub_distrib, ← mul_sum]
  unfold stretchSum
  linear_combination -h
```

## The bound and its equality case

The right side is nonnegative and $d_i\le D$, hence

$$S\le 2\sum_i d_i\|u_i\|^2\le 2D\sum_i\|u_i\|^2 .$$

In the theorem, `hD` is the degree condition and `hr` says that bonded atoms are at distinct positions; atoms that are not bonded may coincide. The conclusion has two parts: each `stretch` is the derivative of the corresponding bond length, and `stretchSum` obeys the bound. The displacements are arbitrary and carry no mass weighting. Bends and torsions are not included, and for finite displacements the stretches are only the linear part of the length changes.

```lean
/-- **Stretch norm bound.** If every atom has at most `D` bonds and bonded atoms sit at distinct
positions, the stretches are the first-order changes of the bond lengths, and their squares
sum to at most `2 D` times the squared norm of the displacement. -/
theorem stretch_norm_bound (r u : V → E3) (D : ℕ) (hD : ∀ i, G.degree i ≤ D)
    (hr : ∀ i j, G.Adj i j → r i ≠ r j) :
    (∀ i j, G.Adj i j →
      HasDerivAt (fun t : ℝ => ‖(r i + t • u i) - (r j + t • u j)‖) (stretch r u i j) 0) ∧
    stretchSum G r u ≤ 2 * D * ∑ i, ‖u i‖ ^ 2 := by
  refine ⟨fun i j hij => hasDerivAt_bondLength r u (hr i j hij), ?_⟩
  have h := stretchSum_identity G r u hr
  have hn : 0 ≤ ∑ i, ∑ j with G.Adj i j, bondDefect r u i j :=
    sum_nonneg fun i _ => sum_nonneg fun j _ => bondDefect_nonneg r u i j
  -- replace each degree by its upper bound
  have hd : ∑ i, (G.degree i : ℝ) * ‖u i‖ ^ 2 ≤ D * ∑ i, ‖u i‖ ^ 2 := by
    rw [mul_sum]
    exact sum_le_sum fun i _ =>
      mul_le_mul_of_nonneg_right (by exact_mod_cast hD i) (sq_nonneg _)
  linarith
```

The first inequality in the chain is an equality exactly when every defect vanishes, which means that on every bond

$$u_i+u_j=0,\qquad u_i-u_j=s_{ij}e_{ij}.$$

In the forward direction, `sum_eq_zero_iff_of_nonneg` is applied twice, first to the outer sum and then to the inner one, to pass from a vanishing total to a single vanishing defect. The criterion concerns the degree-weighted bound, not the one with $D$.

```lean
/-- The degree-weighted bound is an equality exactly when, on every bond, the two displacements
are opposite and their difference lies along the bond. -/
theorem stretchSum_eq_iff (r u : V → E3) (hr : ∀ i j, G.Adj i j → r i ≠ r j) :
    stretchSum G r u = 2 * ∑ i, (G.degree i : ℝ) * ‖u i‖ ^ 2 ↔
      ∀ i j, G.Adj i j → u i + u j = 0 ∧ u i - u j = stretch r u i j • bondDir r i j := by
  have h := stretchSum_identity G r u hr
  constructor
  · intro heq i j hij
    have hz : ∑ i, ∑ j with G.Adj i j, bondDefect r u i j = 0 := by linarith
    -- a vanishing sum of nonnegative defects vanishes bond by bond
    have h1 := (sum_eq_zero_iff_of_nonneg (fun i _ =>
      sum_nonneg fun j _ => bondDefect_nonneg r u i j)).mp hz i (mem_univ i)
    have h2 := (sum_eq_zero_iff_of_nonneg (fun j _ =>
      bondDefect_nonneg r u i j)).mp h1 j (mem_filter.mpr ⟨mem_univ j, hij⟩)
    unfold bondDefect at h2
    have p := sq_nonneg ‖u i + u j‖
    have q := sq_nonneg ‖(u i - u j) - stretch r u i j • bondDir r i j‖
    exact ⟨norm_eq_zero.mp ((pow_eq_zero_iff two_ne_zero).mp (by linarith)),
      sub_eq_zero.mp (norm_eq_zero.mp ((pow_eq_zero_iff two_ne_zero).mp (by linarith)))⟩
  · intro hb
    have hz : ∑ i, ∑ j with G.Adj i j, bondDefect r u i j = 0 := by
      refine sum_eq_zero fun i _ => sum_eq_zero fun j hj => ?_
      obtain ⟨a, b⟩ := hb i j (mem_filter.mp hj).2
      rw [bondDefect, a, b, sub_self]
      simp
    rw [hz] at h
    linarith
```

## A diatomic reaches the bound

Number the atoms 0 and 1, and move them oppositely along the axis by $u_0=e_{01}$ and $u_1=-e_{01}$.

```lean
/-- Opposite unit displacements of the two atoms of a diatomic along its axis. -/
def diatomicMode (r : Fin 2 → E3) : Fin 2 → E3 := ![bondDir r 0 1, -bondDir r 0 1]
```

Then $s_{01}=\langle e_{01},2e_{01}\rangle=2$, and likewise $s_{10}=2$. Therefore

$$S=\tfrac12(4+4)=4,\qquad \|u_0\|^2+\|u_1\|^2=2,$$

and with $D=1$ the bound is $2\cdot1\cdot2=4$. In the code, `⊤` is the complete graph on two vertices, that is, a single bond. The equality holds for any two distinct positions; it shows that the bound is attained for $D=1$ and says nothing about larger $D$. The equality criterion above makes $u_i$ parallel to every bond of atom $i$ and $u_j=-u_i$ on every bond. In a connected molecule in which some atom has two bonds that are not collinear, it therefore forces all displacements to vanish, and the bound is strict for every nonzero displacement.

```lean
/-- In a diatomic each atom has one bond, and the axial mode, of squared norm 2, attains the
stretch norm bound with `D = 1`. -/
theorem diatomic_attains_bound (r : Fin 2 → E3) (h : r 0 ≠ r 1) :
    (∀ i, (⊤ : SimpleGraph (Fin 2)).degree i = 1) ∧
    ∑ i, ‖diatomicMode r i‖ ^ 2 = 2 ∧
    stretchSum ⊤ r (diatomicMode r) = 2 * 1 * ∑ i, ‖diatomicMode r i‖ ^ 2 := by
  have he := norm_bondDir r h
  have hee : inner ℝ (bondDir r 0 1) (bondDir r 0 1) = (1 : ℝ) := by
    rw [real_inner_self_eq_norm_sq, he]
    norm_num
  have h10 : bondDir r 1 0 = -bondDir r 0 1 := by
    unfold bondDir
    rw [norm_sub_rev (r 1) (r 0), ← smul_neg, neg_sub]
  have s01 : stretch r (diatomicMode r) 0 1 = 2 := by
    change inner ℝ (bondDir r 0 1) (bondDir r 0 1 - -bondDir r 0 1) = (2 : ℝ)
    rw [sub_neg_eq_add, inner_add_right, hee]
    norm_num
  have s10 : stretch r (diatomicMode r) 1 0 = 2 := by
    change inner ℝ (bondDir r 1 0) (-bondDir r 0 1 - bondDir r 0 1) = (2 : ℝ)
    rw [h10, inner_neg_left, inner_sub_right, inner_neg_right, hee]
    norm_num
  have hN : ∑ i, ‖diatomicMode r i‖ ^ 2 = 2 := by
    rw [Fin.sum_univ_two]
    change ‖bondDir r 0 1‖ ^ 2 + ‖-bondDir r 0 1‖ ^ 2 = 2
    rw [norm_neg, he]
    norm_num
  have hS : stretchSum ⊤ r (diatomicMode r) = 4 := by
    unfold stretchSum
    simp only [sum_filter, Fin.sum_univ_two, SimpleGraph.top_adj, s01, s10]
    norm_num
  refine ⟨fun i => ?_, hN, ?_⟩
  · simp
  · rw [hS, hN]
    norm_num

end

end WilsonStretchBound
```

```lean
#print axioms WilsonStretchBound.stretch_norm_bound
#print axioms WilsonStretchBound.stretchSum_eq_iff
#print axioms WilsonStretchBound.diatomic_attains_bound
```

```
'WilsonStretchBound.stretch_norm_bound' depends on axioms: [propext, Classical.choice, Quot.sound]
'WilsonStretchBound.stretchSum_eq_iff' depends on axioms: [propext, Classical.choice, Quot.sound]
'WilsonStretchBound.diatomic_attains_bound' depends on axioms: [propext, Classical.choice, Quot.sound]
```
